# A finite energy window for nearly orthogonal LMTO levels when $p$ has a positive lower bound

In the nearly orthogonal basis of linear muffin-tin orbitals (LMTOs), within the atomic-spheres approximation and with one linearization energy for all orbitals, the one-electron band energies follow from $hc=x(1+hph)c$. A level is taken here to be a pair $(x,c)$ with $c\neq0$ and $x$ allowed to be complex. That $x$ is real then has to be derived.

Here $x=E-E_\nu$ is the energy measured from a single linearization energy $E_\nu$, $h$ is a finite Hermitian matrix, and $c$ holds the orbital coefficients. The partial waves are normalised to one in their atomic spheres at each energy, and the real diagonal $p$ holds the squared norms of their energy derivatives at $E_\nu$. Its lower bound $p_0>0$ says that none of these derivatives vanishes. How far from $E_\nu$ can a level lie if $h$ is arbitrarily large?

The answer limits the bands that such a finite-basis calculation can represent with one $E_\nu$. The derivation of the matrix equation from a crystal potential is taken as given.

```lean
import Mathlib

open Matrix

namespace LMTOEnergyWindow

noncomputable section

variable {n : Type*} [Fintype n]
```

The squared norm of an LMTO state, called `lmtoNorm` in the code, is
$$N(c)=\sum_i\left(|c_i|^2+p_i|(hc)_i|^2\right).$$

```lean
/-- The squared norm of an LMTO state with coefficients `c`: the part `|c|²` plus the part
of `h c` weighted by the diagonal `p`. -/
def lmtoNorm (h : Matrix n n ℂ) (p : n → ℝ) (c : n → ℂ) : ℝ :=
  ∑ i, (Complex.normSq (c i) + p i * Complex.normSq ((h *ᵥ c) i))
```

The next function is used from part (g) on; its argument $e$ is an eigenvalue of $h$.

```lean
/-- The energy `e / (1 + p0 e²)` assigned to a band of `h` at energy `e` when all entries of
`p` equal `p0`; its domain is `1 + p0 e² ≠ 0`. -/
def foldedEnergy (p0 e : ℝ) : ℝ := e / (1 + p0 * e ^ 2)
```

## (a) Moving $h$ across a scalar product

Show for Hermitian $h$ and any vectors $c,w$ that
$$c^\dagger(hw)=(hc)^\dagger w.$$

**Solution.** $(hc)^\dagger w=c^\dagger h^\dagger w=c^\dagger hw$. In Lean, `star c ⬝ᵥ w` is $c^\dagger w$ and `*ᵥ` applies a matrix to a vector.

```lean
/-- A Hermitian `h` can be moved from one side of a scalar product to the other. -/
theorem hermitian_move {h : Matrix n n ℂ} (hh : h.IsHermitian) (c w : n → ℂ) :
    star c ⬝ᵥ (h *ᵥ w) = star (h *ᵥ c) ⬝ᵥ w := by
  rw [Matrix.dotProduct_mulVec, Matrix.star_mulVec, hh.eq]
```

## (b) Completing the square

Let $t$ be a real multiplier (not a hopping) with $t^2\le p_i$ for all $i$. Show that
$$2t\,\mathrm{Re}(c^\dagger hc)+\sum_i|c_i-t(hc)_i|^2\le N(c).$$

**Solution.** Expand each square:
$$|c_i-t(hc)_i|^2=|c_i|^2-2t\,\mathrm{Re}(c_i^*(hc)_i)+t^2|(hc)_i|^2.$$
After summation the cross terms cancel the first term of the claim. What remains is $\sum_i(|c_i|^2+t^2|(hc)_i|^2)\le N(c)$. Lean compares the sums term by term; `key` is the inequality $t^2|(hc)_i|^2\le p_i|(hc)_i|^2$.

```lean
/-- If `t²` is a lower bound of the entries of `p`, then `2t Re(c†hc)` and the squared length
of `c - t h c` together do not exceed the LMTO norm. -/
theorem square_bound (h : Matrix n n ℂ) {p : n → ℝ} (c : n → ℂ) {t : ℝ}
    (ht : ∀ i, t ^ 2 ≤ p i) :
    2 * t * (star c ⬝ᵥ (h *ᵥ c)).re
      + ∑ i, Complex.normSq (c i - (t : ℂ) * (h *ᵥ c) i) ≤ lmtoNorm h p c := by
  simp only [dotProduct, Complex.re_sum, lmtoNorm, Finset.mul_sum, ← Finset.sum_add_distrib]
  refine Finset.sum_le_sum fun i _ => ?_
  have key := mul_le_mul_of_nonneg_right (ht i) (Complex.normSq_nonneg ((h *ᵥ c) i))
  simp only [Complex.normSq_apply, Pi.star_apply, Complex.star_def, Complex.conj_re,
    Complex.conj_im, Complex.mul_re, Complex.mul_im, Complex.sub_re, Complex.sub_im,
    Complex.ofReal_re, Complex.ofReal_im] at key ⊢
  nlinarith [key]
```

## (c) The overlap acting on a state

The overlap matrix and the definition of a level are written as follows.

```lean
variable [DecidableEq n]

/-- The overlap matrix `1 + h p h` of the nearly orthogonal LMTO basis. -/
def overlap (h : Matrix n n ℂ) (p : n → ℝ) : Matrix n n ℂ :=
  1 + h * Matrix.diagonal (fun i => (p i : ℂ)) * h

/-- `x` is an LMTO level with nonzero eigenvector `c`: `h c = x (1 + h p h) c`, with energies
measured from the linearization energy. -/
def IsLevel (h : Matrix n n ℂ) (p : n → ℝ) (x : ℂ) (c : n → ℂ) : Prop :=
  c ≠ 0 ∧ h *ᵥ c = x • (overlap h p *ᵥ c)
```

Show that
$$(1+hph)c=c+h\bigl(p(hc)\bigr).$$

**Solution.** Apply the three factors of $hph$ from right to left. The diagonal factor gives $(p\,hc)_i=p_i(hc)_i$, which is `hd`.

```lean
/-- The overlap matrix acts on `c` as `c + h (p (h c))`. -/
theorem overlap_mulVec (h : Matrix n n ℂ) (p : n → ℝ) (c : n → ℂ) :
    overlap h p *ᵥ c = c + h *ᵥ (fun i => (p i : ℂ) * (h *ᵥ c) i) := by
  have hd : Matrix.diagonal (fun i => (p i : ℂ)) *ᵥ (h *ᵥ c)
      = fun i => (p i : ℂ) * (h *ᵥ c) i := by
    funext i
    rw [Matrix.mulVec_diagonal]
  rw [overlap, Matrix.add_mulVec, Matrix.one_mulVec, ← Matrix.mulVec_mulVec,
    ← Matrix.mulVec_mulVec, hd]
```

## (d) Projecting on the eigenvector

Show for a level $(x,c)$ of Hermitian $h$ that
$$c^\dagger hc=x\,N(c).$$

**Solution.** By (c) and then (a),
$$c^\dagger hc=x\left[c^\dagger c+c^\dagger h(p\,hc)\right]=x\left[c^\dagger c+(hc)^\dagger p(hc)\right]=xN(c).$$
The value of the bracket is `hov`.

```lean
/-- For Hermitian `h`, projecting the LMTO eigenproblem on its eigenvector gives
`c†hc = x` times the LMTO norm. -/
theorem level_balance {h : Matrix n n ℂ} (hh : h.IsHermitian) {p : n → ℝ} {x : ℂ}
    {c : n → ℂ} (hx : IsLevel h p x c) :
    star c ⬝ᵥ (h *ᵥ c) = x * (lmtoNorm h p c : ℂ) := by
  -- the expectation value of the overlap is the LMTO norm
  have hov : star c ⬝ᵥ (overlap h p *ᵥ c) = (lmtoNorm h p c : ℂ) := by
    rw [overlap_mulVec, dotProduct_add, hermitian_move hh]
    simp only [lmtoNorm, Complex.ofReal_sum, Complex.ofReal_add, Complex.ofReal_mul,
      dotProduct, Pi.star_apply, ← Finset.sum_add_distrib]
    refine Finset.sum_congr rfl fun i _ => ?_
    rw [Complex.normSq_eq_conj_mul_self, Complex.normSq_eq_conj_mul_self,
      starRingEnd_apply, starRingEnd_apply]
    ring
  calc star c ⬝ᵥ (h *ᵥ c) = star c ⬝ᵥ (x • (overlap h p *ᵥ c)) := by rw [← hx.2]
    _ = x * (lmtoNorm h p c : ℂ) := by rw [dotProduct_smul, hov, smul_eq_mul]
```

## (e) The window

Let $p_i\ge p_0>0$ for all $i$. Show that every level satisfies
$$\mathrm{Im}\,x=0,\qquad |x|\le\frac{1}{2\sqrt{p_0}}.$$

**Solution.** Some $c_i$ is nonzero and no term of $N$ is negative, so $N>0$. By (a), $(c^\dagger hc)^*=(hc)^\dagger c=c^\dagger hc$ is real. Part (d) then gives $N\,\mathrm{Im}\,x=0$, so $x$ is real.

Put $t=\pm\sqrt{p_0}$ in (b) and drop the nonnegative squares:
$$\pm2\sqrt{p_0}\,xN\le N.$$
Division by $N$ gives the two bounds, `u1` and `u2`. The size of $h$ never enters.

```lean
/-- **Energy window of the linear method.** For Hermitian `h` and a real diagonal `p` with all
entries at least `p0 > 0`, every LMTO level is real and lies within `1 / (2 √p0)` of the
linearization energy. -/
theorem energy_window {h : Matrix n n ℂ} (hh : h.IsHermitian) {p : n → ℝ} {p0 : ℝ}
    (hp0 : 0 < p0) (hp : ∀ i, p0 ≤ p i) {x : ℂ} {c : n → ℂ} (hx : IsLevel h p x c) :
    x.im = 0 ∧ |x.re| ≤ 1 / (2 * √p0) := by
  have hb := level_balance hh hx
  -- the LMTO norm of a nonzero state is positive
  have hN : 0 < lmtoNorm h p c := by
    obtain ⟨i, hi⟩ := Function.ne_iff.1 hx.1
    have hnn : ∀ j, 0 ≤ p j * Complex.normSq ((h *ᵥ c) j) := fun j =>
      mul_nonneg (hp0.le.trans (hp j)) (Complex.normSq_nonneg _)
    exact Finset.sum_pos' (fun j _ => add_nonneg (Complex.normSq_nonneg _) (hnn j))
      ⟨i, Finset.mem_univ i, add_pos_of_pos_of_nonneg (Complex.normSq_pos.2 hi) (hnn i)⟩
  have hre : (star c ⬝ᵥ (h *ᵥ c)).re = x.re * lmtoNorm h p c := by
    rw [hb]; simp
  have him : (star c ⬝ᵥ (h *ᵥ c)).im = x.im * lmtoNorm h p c := by
    rw [hb]; simp
  constructor
  · -- the expectation value of a Hermitian matrix is real
    have h1 := Matrix.star_dotProduct c (h *ᵥ c)
    rw [← hermitian_move hh c c] at h1
    have h2 := congrArg Complex.im h1
    rw [Complex.star_def, Complex.conj_im] at h2
    have h3 : x.im * lmtoNorm h p c = 0 := by linarith
    exact (mul_eq_zero.1 h3).resolve_right hN.ne'
  · have hs : 0 < √p0 := Real.sqrt_pos.2 hp0
    have hsq : √p0 ^ 2 = p0 := Real.sq_sqrt hp0.le
    -- completing the square with both signs of the root
    have b1 := square_bound h (p := p) c (t := √p0) (fun i => hsq.le.trans (hp i))
    have b2 := square_bound h (p := p) c (t := -√p0)
      (fun i => ((neg_sq (√p0)).trans hsq).le.trans (hp i))
    have n1 : 0 ≤ ∑ i, Complex.normSq (c i - ((√p0 : ℝ) : ℂ) * (h *ᵥ c) i) :=
      Finset.sum_nonneg fun i _ => Complex.normSq_nonneg _
    have n2 : 0 ≤ ∑ i, Complex.normSq (c i - ((-√p0 : ℝ) : ℂ) * (h *ᵥ c) i) :=
      Finset.sum_nonneg fun i _ => Complex.normSq_nonneg _
    rw [hre] at b1 b2
    have u1 : x.re * (2 * √p0) ≤ 1 := le_of_mul_le_mul_right (by linarith) hN
    have u2 : -x.re * (2 * √p0) ≤ 1 := le_of_mul_le_mul_right (by linarith) hN
    rw [le_div_iff₀ (by positivity)]
    rcases abs_cases x.re with ⟨ha, _⟩ | ⟨ha, _⟩ <;> rw [ha] <;> assumption
```

## (f) States at an edge

Let $t^2\le p_i$ for all $i$, and let a level of Hermitian $h$ have real $x$ with $2tx=1$. Show that
$$t\,hc=c.$$

**Solution.** By (d), the first term in (b) is $2txN=N$. The sum of squares is therefore at most zero, and each square vanishes. The choice $t=\pm\sqrt{p_0}$ describes the edges of the window.

```lean
/-- Let `h` be Hermitian and `t²` a lower bound of the entries of `p`. A level with `2 t x = 1` has
`t h c = c` for each of its eigenvectors `c`. -/
theorem edge_state {h : Matrix n n ℂ} (hh : h.IsHermitian) {p : n → ℝ} {t x : ℝ}
    (ht : ∀ i, t ^ 2 ≤ p i) (htx : 2 * t * x = 1) {c : n → ℂ}
    (hx : IsLevel h p (x : ℂ) c) : (t : ℂ) • (h *ᵥ c) = c := by
  have hre : (star c ⬝ᵥ (h *ᵥ c)).re = x * lmtoNorm h p c := by
    rw [level_balance hh hx]; simp
  have b := square_bound h c ht
  rw [hre, ← mul_assoc, htx, one_mul] at b
  -- the completed square has no room left
  have hz : ∑ i, Complex.normSq (c i - (t : ℂ) * (h *ᵥ c) i) = 0 :=
    le_antisymm (by linarith) (Finset.sum_nonneg fun i _ => Complex.normSq_nonneg _)
  funext i
  have hi := (Finset.sum_eq_zero_iff_of_nonneg
    (fun j _ => Complex.normSq_nonneg _)).1 hz i (Finset.mem_univ i)
  exact (sub_eq_zero.1 (Complex.normSq_eq_zero.1 hi)).symm
```

## (g) A band of $h$ when $p$ is uniform

Let all $p_i=p_0$, $hc=ec$ with $e$ real and $c\ne0$, and $1+p_0e^2\neq0$. Show that $c$ belongs to the level
$$x=\frac{e}{1+p_0e^2}.$$

**Solution.** By (c), $(1+hph)c=c+h(p_0e\,c)=(1+p_0e^2)c$. Multiplication by $x$ gives $ec=hc$.

```lean
/-- If all entries of `p` equal `p0`, an eigenvector of `h` with energy `e` is an LMTO
eigenvector with level `e / (1 + p0 e²)`, provided `1 + p0 e² ≠ 0`. -/
theorem level_of_band {h : Matrix n n ℂ} {p0 e : ℝ} (hne : 1 + p0 * e ^ 2 ≠ 0)
    {c : n → ℂ} (hc0 : c ≠ 0) (hc : h *ᵥ c = (e : ℂ) • c) :
    IsLevel h (fun _ => p0) (foldedEnergy p0 e : ℂ) c := by
  refine ⟨hc0, ?_⟩
  have hw : (fun i => (p0 : ℂ) * (h *ᵥ c) i) = ((p0 : ℂ) * e) • c := by
    funext i
    rw [hc]
    simp only [Pi.smul_apply, smul_eq_mul]
    ring
  have hov : overlap h (fun _ => p0) *ᵥ c = (1 + (p0 : ℂ) * (e : ℂ) ^ 2) • c := by
    rw [overlap_mulVec, hw, Matrix.mulVec_smul, hc]
    module
  have hreal : foldedEnergy p0 e * (1 + p0 * e ^ 2) = e := div_mul_cancel₀ e hne
  have key : (foldedEnergy p0 e : ℂ) * (1 + (p0 : ℂ) * (e : ℂ) ^ 2) = e := by
    exact_mod_cast hreal
  rw [hov, smul_smul, key, hc]
```

## (h) Folding back

Write $f(e)$ for the level in (g). For $e>0$, $p_0e^2\ge1$ and $e'>e$, show that
$$f(e')<f(e).$$

**Solution.** The first two conditions force $p_0>0$. Over a common denominator,
$$f(e)-f(e')=\frac{(e'-e)(p_0ee'-1)}{(1+p_0e^2)(1+p_0e'^2)}.$$
Since $p_0ee'>p_0e^2\ge1$, this is positive: the higher band of $h$ receives the lower LMTO energy.

```lean
/-- Distant bands are folded back: for `e > 0` with `p0 e² ≥ 1`, a band at a higher energy
`e'` is assigned a strictly lower energy than the band at `e`. -/
theorem distant_bands_fold_back {p0 e e' : ℝ} (he : 0 < e) (hfar : 1 ≤ p0 * e ^ 2)
    (hlt : e < e') : foldedEnergy p0 e' < foldedEnergy p0 e := by
  have hp0 : 0 < p0 := by
    by_contra hneg
    nlinarith [mul_nonneg (neg_nonneg.2 (not_lt.1 hneg)) (sq_nonneg e)]
  have hprod : 0 < p0 * e * (e' - e) := mul_pos (mul_pos hp0 he) (sub_pos.2 hlt)
  have hbig : 0 < p0 * e * e' - 1 := by nlinarith
  unfold foldedEnergy
  rw [div_lt_div_iff₀ (by positivity) (by positivity)]
  nlinarith [mul_pos (sub_pos.2 hlt) hbig]
```

## (i) Both edges are reached

Couple two orbitals by a hopping $a>0$ with $p_0a^2=1$ and uniform $p$. Show that $h=\begin{pmatrix}0&a\\a&0\end{pmatrix}$ is Hermitian and has the levels
$$x_\pm=\pm\frac{1}{2\sqrt{p_0}},\qquad c_\pm=\begin{pmatrix}1\\\pm1\end{pmatrix}.$$

**Solution.** The matrix is real and symmetric, and $hc_\pm=\pm a\,c_\pm$. Part (g) gives $x_\pm=\pm a/2$, and $a=1/\sqrt{p_0}$. The bound in (e) is therefore sharp. The vectors $c_\pm$, in the code `![1, 1]` and `![1, -1]`, have $N(c_\pm)=2+2p_0a^2=4$, so the normalised LMTO states have the coefficients $c_\pm/2$.

```lean
/-- The window is sharp: if both entries of `p` equal `p0`, two orbitals coupled by a hopping
`a > 0` with `p0 a² = 1` have LMTO levels at both edges `±1 / (2 √p0)`, with even and odd
eigenvectors. -/
theorem window_edges_attained {p0 a : ℝ} (ha : 0 < a) (hpa : p0 * a ^ 2 = 1) :
    (!![0, (a : ℂ); (a : ℂ), 0]).IsHermitian ∧
    IsLevel !![0, (a : ℂ); (a : ℂ), 0] (fun _ => p0) ((1 / (2 * √p0) : ℝ) : ℂ) ![1, 1] ∧
    IsLevel !![0, (a : ℂ); (a : ℂ), 0] (fun _ => p0) ((-(1 / (2 * √p0)) : ℝ) : ℂ)
      ![1, -1] := by
  have hp : p0 = a⁻¹ ^ 2 := by
    rw [inv_pow]
    exact eq_inv_of_mul_eq_one_left hpa
  have hs : √p0 = a⁻¹ := by rw [hp, Real.sqrt_sq (inv_nonneg.2 ha.le)]
  have f1 : foldedEnergy p0 a = 1 / (2 * √p0) := by
    rw [foldedEnergy, hpa, hs, one_div, mul_inv, inv_inv]
    ring
  have f2 : foldedEnergy p0 (-a) = -(1 / (2 * √p0)) := by
    rw [← f1, foldedEnergy, foldedEnergy, neg_sq, neg_div]
  refine ⟨Matrix.IsHermitian.ext fun i j => ?_, ?_, ?_⟩
  · fin_cases i <;> fin_cases j <;> simp
  · rw [← f1]
    refine level_of_band (by rw [hpa]; norm_num) (fun h0 => ?_) ?_
    · simpa using congrFun h0 0
    · funext i
      fin_cases i <;> simp [Matrix.mulVec, dotProduct, Fin.sum_univ_two]
  · rw [← f2]
    refine level_of_band (by rw [neg_sq, hpa]; norm_num) (fun h0 => ?_) ?_
    · simpa using congrFun h0 0
    · funext i
      fin_cases i <;> simp [Matrix.mulVec, dotProduct, Fin.sum_univ_two]

end

end LMTOEnergyWindow
```

```lean
#print axioms LMTOEnergyWindow.energy_window
-- 'LMTOEnergyWindow.energy_window' depends on axioms: [propext, Classical.choice, Quot.sound]
#print axioms LMTOEnergyWindow.edge_state
-- 'LMTOEnergyWindow.edge_state' depends on axioms: [propext, Classical.choice, Quot.sound]
#print axioms LMTOEnergyWindow.distant_bands_fold_back
-- 'LMTOEnergyWindow.distant_bands_fold_back' depends on axioms: [propext, Classical.choice, Quot.sound]
#print axioms LMTOEnergyWindow.window_edges_attained
-- 'LMTOEnergyWindow.window_edges_attained' depends on axioms: [propext, Classical.choice, Quot.sound]
```
